# Diagonalising a finite real symmetric matrix by an orthogonal change of basis

The theorem says that for every real symmetric matrix `S` with a finite index set there are a real matrix `U` and a real-valued function `d` on the indices such that `U * Uᵀ = 1` and `Uᵀ * S * U = diagonal d`. In physics, `S` may be the matrix of a real Hamiltonian in a finite orthonormal basis; the columns of `U` are then orthonormal eigenstates and the values of `d` their energies. The attempt takes `U` and `d` from Mathlib's eigenvectors and eigenvalues of a Hermitian matrix. It proves `S * U = U * diagonal d` entry by entry from the eigenvalue equation, then multiplies on the left by `Uᵀ`.

This version doesn't compile in Lean 4 with Mathlib:

```lean
import Mathlib

open Matrix

namespace OrthogonalDiagonalization

variable {n : Type*} [Fintype n] [DecidableEq n]

/-- A real symmetric matrix is brought to diagonal form by an orthogonal matrix. -/
theorem orthogonal_diagonalization {S : Matrix n n ℝ} (hS : S.IsSymm) :
    ∃ (U : Matrix n n ℝ) (d : n → ℝ), U * Uᵀ = 1 ∧ Uᵀ * S * U = diagonal d := by
  have hH : S.IsHermitian := by
    rw [IsHermitian, conjTranspose_eq_transpose_of_trivial]; exact hS
  have hU := mem_unitaryGroup_iff.mp hH.eigenvectorUnitary.2
  rw [star_eq_conjTranspose, conjTranspose_eq_transpose_of_trivial] at hU
  have hSU : S * (hH.eigenvectorUnitary : Matrix n n ℝ)
      = (hH.eigenvectorUnitary : Matrix n n ℝ) * diagonal hH.eigenvalues := by
    ext i j
    have h := congrFun (hH.mulVec_eigenvectorBasis j) i
    simpa [Matrix.mul_apply, mulVec, dotProduct, IsHermitian.eigenvectorUnitary_apply,
      mul_comm] using h
  refine ⟨_, hH.eigenvalues, hU, ?_⟩
  rw [mul_assoc, hSU, ← mul_assoc, mul_eq_one_comm.mp hU, one_mul]

end OrthogonalDiagonalization
```

Compiling this gives:

```
Main.lean:20:4: error: Type mismatch: After simplification, term
  h
 has type
  ∑ x, S i x * (hH.eigenvectorBasis j).ofLp x = hH.eigenvalues j * (hH.eigenvectorBasis j).ofLp i
but is expected to have type
  ∑ j_1, S i j_1 * (hH.eigenvectorBasis j).ofLp j_1 =
    ∑ j_1, diagonal hH.eigenvalues j_1 j * (hH.eigenvectorBasis j_1).ofLp i
```

The error is in the entrywise proof of `hSU`. After simplification, `h` and the goal have the same left side, but on the right `h` has a single product, an eigenvalue times an eigenvector component, while the goal has a sum over `j_1` containing `diagonal hH.eigenvalues j_1 j`. `Matrix.mul_apply`, given to `simpa`, had expanded the product with the diagonal matrix into that sum, and the simplification did not reduce it to its one possibly nonzero term, `j_1 = j`. So `h` did not match the goal.

The added `rw [mul_diagonal]` acts before the expansion. It turns the right-hand entry directly into the entry of the eigenvector matrix times `hH.eigenvalues j`, so no sum arises there. `simpa` can then expand the left side as before and match the right, with `mul_comm` taking care of the order of the factors.

The new one-line proof of `hH` is mere tidying: it chains the same two equalities, and no message concerned it.

Lean accepts the file once it reads:

```diff
@@ -10,6 +10,5 @@
 theorem orthogonal_diagonalization {S : Matrix n n ℝ} (hS : S.IsSymm) :
     ∃ (U : Matrix n n ℝ) (d : n → ℝ), U * Uᵀ = 1 ∧ Uᵀ * S * U = diagonal d := by
-  have hH : S.IsHermitian := by
-    rw [IsHermitian, conjTranspose_eq_transpose_of_trivial]; exact hS
+  have hH : S.IsHermitian := (conjTranspose_eq_transpose_of_trivial S).trans hS
   have hU := mem_unitaryGroup_iff.mp hH.eigenvectorUnitary.2
   rw [star_eq_conjTranspose, conjTranspose_eq_transpose_of_trivial] at hU
@@ -18,4 +17,5 @@
     ext i j
     have h := congrFun (hH.mulVec_eigenvectorBasis j) i
+    rw [mul_diagonal]
     simpa [Matrix.mul_apply, mulVec, dotProduct, IsHermitian.eigenvectorUnitary_apply,
       mul_comm] using h
```
